# The tail integral of a function that vanishes beyond a cutoff stops at the cutoff

If a real quantity on the line is zero everywhere beyond a point a, then adding it up from r to infinity is the same as adding it up from r to a. This is what `integral_tail` states, for any real function `f` with `f s = 0` whenever `a < s`, and for every real r; neither continuity nor integrability is assumed. The integral from r to a is oriented, so it also has a meaning when r lies beyond a, and there both sides are zero. The proof splits on the order of r and a: if r ≤ a, it drops the part of the half-line where `f` vanishes, and if a ≤ r, it reverses the oriented integral and tries to rewrite both integrals to zero.

As first written in Lean, the proof fails:

```lean
import Mathlib

open MeasureTheory Set Filter Topology

namespace IntegralTail

noncomputable section

variable {q a : ℝ} {R : ℝ → ℝ}

/-- For a function that vanishes beyond `a`, the integral from `r` to infinity stops at `a`. -/
theorem integral_tail {f : ℝ → ℝ} (hf : ∀ s, a < s → f s = 0) (r : ℝ) :
    ∫ s in Ioi r, f s = ∫ s in r..a, f s := by
  rcases le_total r a with h | h
  · rw [intervalIntegral.integral_of_le h]
    refine setIntegral_eq_of_subset_of_forall_diff_eq_zero measurableSet_Ioi
      (fun s hs => hs.1) (fun s hs => hf s ?_)
    by_contra hc
    exact hs.2 ⟨hs.1, not_lt.1 hc⟩
  · rw [intervalIntegral.integral_symm, intervalIntegral.integral_of_le h,
      setIntegral_eq_zero_of_forall_eq_zero (fun s hs => hf s (lt_of_le_of_lt h hs)),
      setIntegral_eq_zero_of_forall_eq_zero (fun s hs => hf s hs.1), neg_zero]

end

end IntegralTail
```

Lean reports:

```
Main.lean:16:11: warning: `MeasureTheory.setIntegral_eq_of_subset_of_forall_diff_eq_zero` has been deprecated: Use `MeasureTheory.setIntegral_eq_of_subset_of_forall_sdiff_eq_zero` instead
Main.lean:21:6: error: Tactic `rewrite` failed: Did not find an occurrence of the pattern
  ∫ (x : ℝ) in Real.lt✝ r, f x ∂?m.115
in the target expression
  ∫ (s : ℝ) in Ioi r, f s = -∫ (x : ℝ) in Ioc a r, f x ∂volume

case inr
a : ℝ
f : ℝ → ℝ
hf : ∀ (s : ℝ), a < s → f s = 0
r : ℝ
h : a ≤ r
⊢ ∫ (s : ℝ) in Ioi r, f s = -∫ (x : ℝ) in Ioc a r, f x ∂volume
```

The error is in the case a ≤ r. The first rewrite with `setIntegral_eq_zero_of_forall_eq_zero` does not say which set is meant, so Lean has to infer it from the proof supplied. That proof uses `hs` as the inequality `r < s`, and Lean unfolded this and took the set to be `Real.lt r`, as the pattern in the message shows. The goal has `Ioi r`. The two are equal by definition, but `rw` does not unfold `Ioi` to find a match, so it fails.

The repair states the two vanishing integrals first, as `h1` over `Ioi r` and `h2` over `Ioc a r`. The sets are now fixed by the statements, the same proofs are checked against them, and `rw` finds both integrals as written. Lean had not reached the second of these rewrites when it stopped, so the messages don't show whether it would have failed too.

The change from `diff` to `sdiff` in the other case only replaces a deprecated lemma name. It clears the warning and has no part in the error.

As a diff, the version that Lean accepts:

```diff
@@ -14,11 +14,13 @@
   rcases le_total r a with h | h
   · rw [intervalIntegral.integral_of_le h]
-    refine setIntegral_eq_of_subset_of_forall_diff_eq_zero measurableSet_Ioi
+    refine setIntegral_eq_of_subset_of_forall_sdiff_eq_zero measurableSet_Ioi
       (fun s hs => hs.1) (fun s hs => hf s ?_)
     by_contra hc
     exact hs.2 ⟨hs.1, not_lt.1 hc⟩
-  · rw [intervalIntegral.integral_symm, intervalIntegral.integral_of_le h,
-      setIntegral_eq_zero_of_forall_eq_zero (fun s hs => hf s (lt_of_le_of_lt h hs)),
-      setIntegral_eq_zero_of_forall_eq_zero (fun s hs => hf s hs.1), neg_zero]
+  · have h1 : ∫ s in Ioi r, f s = 0 :=
+      setIntegral_eq_zero_of_forall_eq_zero (fun s hs => hf s (lt_of_le_of_lt h hs))
+    have h2 : ∫ s in Ioc a r, f s = 0 :=
+      setIntegral_eq_zero_of_forall_eq_zero (fun s hs => hf s hs.1)
+    rw [intervalIntegral.integral_symm, intervalIntegral.integral_of_le h, h1, h2, neg_zero]
 
 end
```
